# Force-constant changes invisible to the Cartesian Hessian when internal coordinates have one linear redundancy

Let the real $k\times n$ matrix $B$ convert Cartesian displacements into changes of $k$ internal coordinates, and let the row vectors $v^T$ with $v^TB=0$ be exactly the multiples of one nonzero $z^T$. A symmetric change $D$ of the internal force constants then leaves the Cartesian Hessian unaltered, $B^TDB=0$, if and only if

$$D = z a^T + a z^T$$

for some vector $a$ with $k$ components, and this $a$ is unique.

## Fitting and comparing redundant force fields

Suppose that a full symmetric matrix $F$ of internal force constants is fitted to a Cartesian Hessian $H$ from an electronic-structure calculation through the harmonic model $B^TFB=H$. With a single redundancy, the result gives every symmetric change of $F$ that leaves $B^TFB$ as it was: a family with $k$ parameters. Two fitted matrices can therefore differ in their entries and still describe the same harmonic force field. If the fit restricts $F$, for example to diagonal matrices, only the shifts that respect the restriction remain.

For in-plane motion, the three angles around a planar trigonal centre have changes that sum to zero, so $z=(1,1,1)$. Taking $a=\tfrac{s}{2}z$ adds the same number $s$ to all nine bend constants, diagonal ones included, and changes no harmonic energy.

## Derivation from the left kernel

**A shift is invisible.** Since $z^TB=0$,

$$B^T(za^T+az^T)B=(B^Tz)(a^TB)+(B^Ta)(z^TB)=0.$$

**Every invisible change is a shift.** Let $B^TDB=0$ and choose $m$ with $z_m\neq0$. Each column of $DB$ is annihilated by $B^T$, so $(DB)_{ij}=w_jz_i$ for some numbers $w_j$. Subtract $z_i/z_m$ times row $m$ of $D$ from row $i$. Multiplied by $B$, the new row gives

$$w_jz_i-\frac{z_i}{z_m}w_jz_m=0,$$

so it is a multiple $c_i$ of $z^T$. With $b_l=D_{ml}/z_m$ this reads $D=zb^T+cz^T$. Averaging with the transpose, which equals $D$, gives $D=za^T+az^T$ with $a=(b+c)/2$.

**The vector is unique.** If $a$ and $a'$ give the same shift, entry $(m,m)$ gives $2z_ma_m=2z_ma'_m$, hence $a_m=a'_m$. Entry $(m,j)$ then gives $z_ma_j=z_ma'_j$, hence $a_j=a'_j$.

**Energies.** Let $E_F(x)=\tfrac12(Bx)^TF(Bx)$ for a displacement $x$, and let $F'$ be a second symmetric matrix. With $D=F'-F$ and $K=B^TDB$, we have $x^TKx=2(E_{F'}(x)-E_F(x))$. If this vanishes for all $x$, the unit vectors $e_i$, $e_j$ and their sum give $K_{ii}=K_{jj}=0$ and $K_{ii}+K_{jj}+2K_{ij}=0$, so $K=0$. Conversely, $K=0$ makes the energies equal.

## Lean source

```lean
import Mathlib

open Matrix

namespace RedundantForceField

variable {k n : Type*} [Fintype k]

/-- The Cartesian Hessian `Bᵀ F B` produced by internal force constants `F`. -/
def cartesianHessian (B : Matrix k n ℝ) (F : Matrix k k ℝ) : Matrix n n ℝ :=
  Bᵀ * F * B

/-- The symmetric change `z aᵀ + a zᵀ` of the internal force constants. -/
def redundancyShift {k : Type*} (z a : k → ℝ) : Matrix k k ℝ :=
  vecMulVec z a + vecMulVec a z

/-- The internal coordinates have a single linear redundancy: the left kernel of `B`
is spanned by the nonzero vector `z`. -/
def SoleRedundancy (B : Matrix k n ℝ) (z : k → ℝ) : Prop :=
  z ≠ 0 ∧ ∀ v : k → ℝ, v ᵥ* B = 0 ↔ ∃ c : ℝ, v = c • z

/-- If `z` is a redundancy of the internal coordinates, the shift `z aᵀ + a zᵀ`
contributes nothing to the Cartesian Hessian. -/
theorem hessian_redundancyShift {B : Matrix k n ℝ} {z : k → ℝ} (hz : z ᵥ* B = 0)
    (a : k → ℝ) : cartesianHessian B (redundancyShift z a) = 0 := by
  simp [cartesianHessian, redundancyShift, Matrix.mul_add,
    Matrix.mul_vecMulVec, Matrix.vecMulVec_mul, Matrix.mulVec_transpose, hz]

/-- For nonzero `z`, the shift `z aᵀ + a zᵀ` determines the vector `a`. -/
theorem redundancyShift_injective {k : Type*} {z : k → ℝ} (hz : z ≠ 0) :
    Function.Injective (redundancyShift z) := by
  intro a b h
  obtain ⟨m, hm⟩ := Function.ne_iff.mp hz
  have hm' : z m ≠ 0 := hm
  have entry : ∀ j, z m * a j + a m * z j = z m * b j + b m * z j :=
    fun j => congrFun (congrFun h m) j
  -- the diagonal entry fixes `a m`, the rest of the row fixes the other components
  have hab : a m = b m := by
    apply mul_left_cancel₀ hm'
    linear_combination (entry m) / 2
  ext j
  apply mul_left_cancel₀ hm'
  linear_combination entry j - z j * hab

/-- With a single redundancy `z`, every symmetric `D` with zero Cartesian Hessian
has the form `z aᵀ + a zᵀ`. -/
theorem exists_shift_of_hessian_zero {B : Matrix k n ℝ} {z : k → ℝ}
    (h : SoleRedundancy B z) {D : Matrix k k ℝ} (hD : D.IsSymm)
    (h0 : cartesianHessian B D = 0) : ∃ a, D = redundancyShift z a := by
  obtain ⟨hz, hker⟩ := h
  obtain ⟨m, hm⟩ := Function.ne_iff.mp hz
  have hm' : z m ≠ 0 := hm
  -- every column of `D B` lies in the left kernel of `B`
  have hcol : ∀ j, ∃ w : ℝ, (fun i => (D * B) i j) = w • z := by
    intro j
    apply (hker _).mp
    ext l
    have e : (Bᵀ * (D * B)) l j = 0 := by
      rw [← Matrix.mul_assoc]
      exact congrFun (congrFun h0 l) j
    rw [Matrix.mul_apply] at e
    calc ∑ i, (D * B) i j * B i l = ∑ i, Bᵀ l i * (D * B) i j :=
          Finset.sum_congr rfl fun i _ => mul_comm _ _
      _ = 0 := e
  choose w hw using hcol
  have hDB : ∀ i j, ∑ l, D i l * B l j = w j * z i := by
    intro i j
    rw [← Matrix.mul_apply]
    exact congrFun (hw j) i
  -- subtracting a multiple of row `m` puts every row of `D` in the left kernel
  have hrow : ∀ i, ∃ c : ℝ, (fun l => D i l - z i / z m * D m l) = c • z := by
    intro i
    apply (hker _).mp
    ext j
    change ∑ l, (D i l - z i / z m * D m l) * B l j = 0
    simp only [sub_mul, Finset.sum_sub_distrib, mul_assoc, ← Finset.mul_sum]
    rw [hDB, hDB]
    linear_combination (-w j) * div_mul_cancel₀ (z i) hm'
  choose c hc using hrow
  -- symmetrise the resulting decomposition
  refine ⟨fun i => (D m i / z m + c i) / 2, ?_⟩
  ext i l
  have h1 := congrFun (hc i) l
  have h2 := congrFun (hc l) i
  have hs : D l i = D i l := hD.apply i l
  simp only [Pi.smul_apply, smul_eq_mul] at h1 h2
  simp only [redundancyShift, Matrix.add_apply, Matrix.vecMulVec_apply]
  linear_combination h1 / 2 + h2 / 2 - hs / 2

/-- With a single redundancy `z`, a symmetric matrix `D` of force constants has zero
Cartesian Hessian if and only if `D = z aᵀ + a zᵀ` for exactly one vector `a`. -/
theorem hessian_zero_iff {B : Matrix k n ℝ} {z : k → ℝ} (h : SoleRedundancy B z)
    {D : Matrix k k ℝ} (hD : D.IsSymm) :
    cartesianHessian B D = 0 ↔ ∃! a, D = redundancyShift z a := by
  constructor
  · intro h0
    obtain ⟨a, ha⟩ := exists_shift_of_hessian_zero h hD h0
    exact ⟨a, ha, fun b hb => redundancyShift_injective h.1 (hb.symm.trans ha)⟩
  · rintro ⟨a, ha, -⟩
    rw [ha]
    exact hessian_redundancyShift ((h.2 z).mpr ⟨1, (one_smul ℝ z).symm⟩) a

/-- The harmonic energy `½ (B x)ᵀ F (B x)` of a Cartesian displacement `x`. -/
noncomputable def harmonicEnergy [Fintype n] (B : Matrix k n ℝ) (F : Matrix k k ℝ)
    (x : n → ℝ) : ℝ :=
  1 / 2 * ((B *ᵥ x) ⬝ᵥ (F *ᵥ (B *ᵥ x)))

/-- With a single redundancy `z`, two symmetric force-constant matrices give the same
harmonic energy for every displacement if and only if they differ by `z aᵀ + a zᵀ`
for exactly one vector `a`. -/
theorem same_energy_iff [Fintype n] {B : Matrix k n ℝ} {z : k → ℝ}
    (h : SoleRedundancy B z) {F F' : Matrix k k ℝ} (hF : F.IsSymm) (hF' : F'.IsSymm) :
    (∀ x, harmonicEnergy B F' x = harmonicEnergy B F x) ↔
      ∃! a, F' = F + redundancyShift z a := by
  classical
  have hD : (F' - F).IsSymm := hF'.sub hF
  have energy : ∀ x, x ⬝ᵥ (cartesianHessian B (F' - F) *ᵥ x) =
      2 * (harmonicEnergy B F' x - harmonicEnergy B F x) := by
    intro x
    rw [cartesianHessian, ← Matrix.mulVec_mulVec, ← Matrix.mulVec_mulVec,
      Matrix.dotProduct_mulVec x Bᵀ, Matrix.vecMul_transpose]
    simp only [harmonicEnergy, Matrix.sub_mulVec, dotProduct_sub]
    ring
  simp only [← sub_eq_iff_eq_add']
  rw [← hessian_zero_iff h hD]
  constructor
  · intro hE
    have hH : (cartesianHessian B (F' - F))ᵀ = cartesianHessian B (F' - F) := by
      rw [cartesianHessian, Matrix.transpose_mul, Matrix.transpose_mul,
        Matrix.transpose_transpose, hD.eq, Matrix.mul_assoc]
    have h0 : ∀ x, x ⬝ᵥ (cartesianHessian B (F' - F) *ᵥ x) = 0 := by
      intro x
      rw [energy, hE, sub_self, mul_zero]
    generalize cartesianHessian B (F' - F) = H at hH h0
    -- polarisation: displace along two Cartesian axes at once
    have q : ∀ i j, (Pi.single i 1 : n → ℝ) ⬝ᵥ (H *ᵥ (Pi.single j 1 : n → ℝ)) = H i j := by
      intro i j
      simp
    ext i j
    have hi := h0 (Pi.single i 1)
    have hj := h0 (Pi.single j 1)
    have hij := h0 (Pi.single i 1 + Pi.single j 1)
    have hs : H j i = H i j := congrFun (congrFun hH i) j
    simp only [Matrix.mulVec_add, add_dotProduct, dotProduct_add, q] at hi hj hij
    rw [Matrix.zero_apply]
    linarith
  · intro h0 x
    have e := energy x
    rw [h0, Matrix.zero_mulVec, dotProduct_zero] at e
    linarith


/-- Three angle changes, the third being minus the sum of the two independent ones,
have the single redundancy `(1, 1, 1)`. -/
theorem soleRedundancy_witness :
    SoleRedundancy (!![1, 0; 0, 1; -1, -1] : Matrix (Fin 3) (Fin 2) ℝ) ![1, 1, 1] := by
  constructor
  · intro h
    have h0 := congrFun h 0
    simp at h0
  · intro v
    constructor
    · intro h
      have h0 := congrFun h 0
      have h1 := congrFun h 1
      simp [Matrix.vecMul, dotProduct, Fin.sum_univ_three] at h0 h1
      refine ⟨v 2, ?_⟩
      ext i
      fin_cases i <;> simp <;> linarith
    · rintro ⟨c, rfl⟩
      ext j
      fin_cases j <;> simp [Matrix.vecMul, dotProduct, Fin.sum_univ_three]

end RedundantForceField
```

```lean
#print axioms RedundantForceField.hessian_redundancyShift
#print axioms RedundantForceField.same_energy_iff
```

```
'RedundantForceField.hessian_redundancyShift' depends on axioms: [propext, Classical.choice, Quot.sound]
'RedundantForceField.same_energy_iff' depends on axioms: [propext, Classical.choice, Quot.sound]
```

## From `SoleRedundancy` to equal energies

`SoleRedundancy B z` states the kernel condition, with `v ᵥ* B` for $v^TB$; `vecMulVec z a` is $za^T$. The index type `k` is finite, while `n` needs to be finite only for the energies. `hessian_zero_iff` is the opening result, with `∃!` expressing existence and uniqueness of $a$. `same_energy_iff` says that two symmetric force fields agree in energy for every displacement exactly when they differ by a unique shift.

`hessian_redundancyShift` and `redundancyShift_injective` prove the first and third steps above. In `exists_shift_of_hessian_zero`, `hcol` treats the columns of $DB$, `hrow` the reduced rows of $D$, and the last `linear_combination` averages with the transpose. In `same_energy_iff`, `energy` relates the quadratic form to the energy difference, and `q` reads off matrix entries for the polarisation. `soleRedundancy_witness` checks the three-angle example, with two independent angle changes in place of Cartesian displacements.

## Harmonic limits and several redundancies

The step to a real molecule is the identification of $B^TFB$ with its Hessian. This holds when the first derivatives of the energy with respect to the internal coordinates vanish at the reference geometry; otherwise the curvature of the coordinates can contribute. The theorems also leave two decisions to the code: which $a$ to select, and when a small singular value of a floating-point $B$ counts as zero.

The kernel could also have been modelled by a matrix $Z$ with $r$ linearly independent columns. The shifts would become $ZA^T+AZ^T$, but for $r\ge2$ the matrix $A$ would no longer be unique: adding $ZS$ with $S$ antisymmetric changes nothing.
